# Removing the on-site term from a tight-binding band subtracts that term at every crystal momentum

In a non-interacting one-band model on a finite abelian group of lattice displacements, the band at crystal momentum `χ` is the sum over `d` of the hopping amplitude `t d` times the phase `χ d`, where `χ` is an additive character. The lemma states that setting the amplitude at `d = 0` to zero changes the band value by exactly `-t 0`, whatever `χ` is. The amplitudes are arbitrary complex numbers, with no Hermiticity condition, so the band values need not be real. The proof moves `t 0` to the other side, writes it as a sum whose only possibly nonzero term is at `d = 0`, merges the two sums and compares them term by term.

As first written in Lean, the proof fails:

```lean
import Mathlib

open Finset ComplexConjugate

namespace OneBandSumRules

noncomputable section

variable {G : Type*} [AddCommGroup G] [Fintype G] [DecidableEq G]

/-- The band energy at crystal momentum `χ` for hopping amplitudes `t d` over the
lattice displacements `d`. -/
def band (t : G → ℂ) (χ : AddChar G ℂ) : ℂ := ∑ d, t d * χ d

/-- Deleting the on-site term shifts the whole band down by `t 0`. -/
theorem band_without_onsite (t : G → ℂ) (χ : AddChar G ℂ) :
    band (fun d => if d = 0 then 0 else t d) χ = band t χ - t 0 := by
  have h0 : ∑ d, (if d = 0 then t 0 else 0) * χ d = t 0 := by simp
  rw [eq_sub_iff_add_eq]
  nth_rewrite 2 [← h0]
  unfold band
  rw [← Finset.sum_add_distrib]
  refine Finset.sum_congr rfl fun d _ => ?_
  by_cases hd : d = 0
  · subst hd
    simp
  · simp [hd]

end

end OneBandSumRules
```

The error:

```
Main.lean:20:17: error: Tactic `rewrite` failed: Did not find an occurrence of the pattern
  t 0
in the target expression
  band (fun d => if d = 0 then 0 else t d) χ + t 0 = band t χ

G : Type u_1
inst✝² : AddCommGroup G
inst✝¹ : Fintype G
inst✝ : DecidableEq G
t : G → ℂ
χ : AddChar G ℂ
h0 : ∑ d, (if d = 0 then t 0 else 0) * χ d = t 0
⊢ band (fun d => if d = 0 then 0 else t d) χ + t 0 = band t χ
```

The message says that `t 0` was not found, although the printed goal plainly contains `+ t 0`. The trouble is the number in `nth_rewrite 2 [← h0]`, which asks for the second occurrence of `t 0`, and the goal has only one. The `t d` inside the `fun` does not count, since its `d` is a bound variable and not `0`. Nor does `band t χ` supply an occurrence: `band` is still folded at that point, and its definition contains `t d` under a sum, again with a bound `d`.

The repair uses `rw [← h0]`, which asks for no particular occurrence and replaces the single `t 0` by the sum in `h0`. That sum itself contains `t 0`, but this does no harm, because `rw` does not go on to rewrite the text it has just inserted. Once `band` is unfolded, the left side is a sum of two sums over `d`, which is the form that `← Finset.sum_add_distrib` needs to merge them.

The change, after which it compiles:

```diff
@@ -18,5 +18,5 @@
   have h0 : ∑ d, (if d = 0 then t 0 else 0) * χ d = t 0 := by simp
   rw [eq_sub_iff_add_eq]
-  nth_rewrite 2 [← h0]
+  rw [← h0]
   unfold band
   rw [← Finset.sum_add_distrib]
```
